# Restricting two-electron picture change to single atoms reduces the number of integrals to transform by at most a factor K³ for K atoms

## Choosing which integrals to transform

In setting up a two-component calculation, one decides which two-electron integrals receive the picture-change correction. The transformation that decouples the electronic from the positronic states also changes the electron–electron interaction, and transforming every integral is expensive. A common economy is to transform only the one-centre integrals, whose four basis functions all sit on the same atom.

How much smaller does the set become? For relativistic calculations in a finite atom-centred basis, the result below caps this reduction, with every integral label counted and none screened out.

## The bound and its equality case

Let $K$ atoms carry $m_A$ basis functions each. Then

$$\Big(\sum_A m_A\Big)^4\le K^3\sum_A m_A^4,$$

with equality exactly when all $m_A$ agree. The left side counts all integrals, and the sum on the right counts the one-centre ones.

In Lean, the finite type `ι` is the set of atoms, `Fintype.card ι` is $K$, and `m` gives the basis sizes. A `BasisFn m` is an atom together with an index on it. An integral is a quadruple `Fin 4 → BasisFn m`, and `oneCentre` keeps those whose four atoms coincide. The theorem `integrals_le_cube_mul_oneCentre` states the bound and the equality case for these sets. It also allows empty atomic bases and $K=0$.

Programs often store only integrals distinct under the eightfold permutational symmetry, which holds for real functions and the untransformed Coulomb interaction; the spin–orbit integrals that picture change produces lack it. `uniqueCount n`, written $u(n)$ here, counts them as unordered pairs of unordered pairs, repetition allowed. The one-centre number is taken as $\sum_A u(m_A)$. For $K\ge2$ and at least one basis function, `uniqueCount_lt_cube_mul` gives the strict bound $u(\sum_A m_A)<K^3\sum_A u(m_A)$, even for equal atoms.

These are statements about numbers of integrals. Computing time can fall by more: transforming a full set of integrals one index at a time takes a number of operations that grows as the fifth power of the basis size, which gives a factor $K^4$ for atomic bases of equal size. The error made by the restriction is a separate question.

## Derivation

**Counting.** Each of the four positions admits $S=\sum_A m_A$ functions, which gives $S^4$ integrals. Atom $A$ alone gives $m_A^4$, and different atoms give disjoint sets, so the one-centre total is $\sum_A m_A^4$.

**The gap.** For real $x_A$ with sum $S$,

$$(Kx_A-S)^2\big[(Kx_A+S)^2+2S^2\big]=K^4x_A^4-4KS^3x_A+3S^4.$$

Summing over the $K$ atoms gives

$$K^4\sum_A x_A^4-4KS^4+3KS^4=K\Big(K^3\sum_A x_A^4-S^4\Big).$$

The left-hand terms are non-negative, so the bound follows for $K\ge1$. At equality every term vanishes. Either $Kx_A=S$, or the bracket is zero, whence $S=0$ and $Kx_A=0$, so again $Kx_A=S$. All $x_A$ therefore agree. Conversely, $x_A=c$ makes both sides $K^4c^4$. For $K=0$ both sides are zero and the condition is empty.

**Symmetry-distinct integrals.** There are $p=n(n+1)/2$ unordered pairs and $u(n)=p(p+1)/2$ pairs of pairs, so

$$8u(n)=2p(2p+2)=n^4+2n^3+3n^2+2n.$$

Now set $x_A=m_A$. The quartic term obeys the bound above. If $M$ is an atom with the largest basis, then $S\le Km_M$, so for $q=2,3$

$$S^q\le K^qm_M^q\le K^3\sum_A m_A^q.$$

The linear term is strict: $S<K^3S$, since $K\ge2$ and $S>0$. Adding the terms with their weights gives the strict bound.

## Two atoms in numbers

Sizes 1 and 2 give $3^4=81$ integrals, of which $1+16=17$ are one-centre: a factor of about 4.8. Sizes 2 and 2 give $256/32=8=K^3$. Counting only symmetry-distinct integrals, the latter case gives $u(4)/(2u(2))=55/12\approx4.6$.

The strict bound fails if $K\ge2$ is relaxed to $K\ge1$: one atom with one function would require $1<1$. Without any basis function it would require $0<0$.

## The Lean file

```lean
import Mathlib

open Finset

namespace OneCentrePictureChange

variable {ι : Type*} [Fintype ι]

/-- A basis function is labelled by its atom `A` and by its index among the `m A` functions
on that atom. -/
abbrev BasisFn (m : ι → ℕ) := (A : ι) × Fin (m A)

/-- The labels of all two-electron integrals: quadruples of basis functions. -/
def allIntegrals (m : ι → ℕ) : Finset (Fin 4 → BasisFn m) := Finset.univ

/-- The labels of the one-centre integrals: all four basis functions sit on the same atom. -/
def oneCentre [DecidableEq ι] (m : ι → ℕ) : Finset (Fin 4 → BasisFn m) :=
  Finset.univ.filter (fun q => ∀ i, (q i).1 = (q 0).1)

/-- The number of all two-electron integrals is the fourth power of the total basis size. -/
theorem card_allIntegrals (m : ι → ℕ) : (allIntegrals m).card = (∑ A, m A) ^ 4 := by
  simp [allIntegrals, Fintype.card_sigma]

/-- The number of one-centre integrals is the sum of the fourth powers of the atomic
basis sizes. -/
theorem card_oneCentre [DecidableEq ι] (m : ι → ℕ) :
    (oneCentre m).card = ∑ A, m A ^ 4 := by
  -- the integrals belonging to one given atom
  have fib : ∀ A, ((oneCentre m).filter (fun q => (q 0).1 = A)).card = m A ^ 4 := by
    intro A
    have h : (oneCentre m).filter (fun q => (q 0).1 = A) =
        Fintype.piFinset (fun _ : Fin 4 =>
          (Finset.univ : Finset (Fin (m A))).map
            ⟨fun x => (⟨A, x⟩ : BasisFn m), fun a b hab => by simpa using hab⟩) := by
      ext q
      simp only [oneCentre, Finset.mem_filter, Finset.mem_univ, true_and,
        Fintype.mem_piFinset, Finset.mem_map]
      constructor
      · rintro ⟨h, h0⟩ i
        have hi : (q i).1 = A := (h i).trans h0
        subst hi
        exact ⟨(q i).2, rfl⟩
      · intro h
        have h' : ∀ i, (q i).1 = A := fun i => by
          obtain ⟨x, hx⟩ := h i
          exact (congrArg Sigma.fst hx).symm
        exact ⟨fun i => (h' i).trans (h' 0).symm, h' 0⟩
    rw [h, Fintype.card_piFinset]
    simp
  rw [Finset.card_eq_sum_card_fiberwise (f := fun q => (q 0).1) (t := Finset.univ)
    (fun _ _ => by simp)]
  exact Finset.sum_congr rfl fun A _ => fib A

/-- The number of atoms times the gap between the two sides of the quartic mean inequality, written
as a sum over atoms of non-negative terms that measure the deviation of each size from the average.
-/
theorem quartic_deficit (x : ι → ℝ) :
    (Fintype.card ι : ℝ) * ((Fintype.card ι : ℝ) ^ 3 * ∑ A, x A ^ 4 - (∑ A, x A) ^ 4) =
      ∑ A, ((Fintype.card ι : ℝ) * x A - ∑ B, x B) ^ 2 *
        (((Fintype.card ι : ℝ) * x A + ∑ B, x B) ^ 2 + 2 * (∑ B, x B) ^ 2) := by
  obtain ⟨S, hS⟩ : ∃ S, S = ∑ A, x A := ⟨_, rfl⟩
  obtain ⟨K, hK⟩ : ∃ K : ℝ, K = (Fintype.card ι : ℝ) := ⟨_, rfl⟩
  rw [← hS, ← hK]
  have e : ∀ A, (K * x A - S) ^ 2 * ((K * x A + S) ^ 2 + 2 * S ^ 2) =
      K ^ 4 * x A ^ 4 - (4 * K * S ^ 3) * x A + 3 * S ^ 4 := fun A => by ring
  rw [Finset.sum_congr rfl (fun A _ => e A), Finset.sum_add_distrib, Finset.sum_sub_distrib,
    ← Finset.mul_sum, ← Finset.mul_sum, ← hS, Finset.sum_const, Finset.card_univ,
    nsmul_eq_mul, ← hK]
  ring

/-- For `K` real numbers, the fourth power of the sum is at most `K ^ 3` times the sum of the
fourth powers, with equality exactly when all the numbers agree. -/
theorem quartic_mean (x : ι → ℝ) :
    (∑ A, x A) ^ 4 ≤ (Fintype.card ι : ℝ) ^ 3 * ∑ A, x A ^ 4 ∧
      ((∑ A, x A) ^ 4 = (Fintype.card ι : ℝ) ^ 3 * ∑ A, x A ^ 4 ↔ ∀ A B, x A = x B) := by
  rcases isEmpty_or_nonempty ι with hι | hι
  · simp
  have hK : (0 : ℝ) < (Fintype.card ι : ℝ) := by exact_mod_cast Fintype.card_pos
  have hd := quartic_deficit x
  have hnn : ∀ A ∈ (Finset.univ : Finset ι),
      0 ≤ ((Fintype.card ι : ℝ) * x A - ∑ B, x B) ^ 2 *
        (((Fintype.card ι : ℝ) * x A + ∑ B, x B) ^ 2 + 2 * (∑ B, x B) ^ 2) :=
    fun A _ => by positivity
  refine ⟨?_, ?_, ?_⟩
  · have h := Finset.sum_nonneg hnn
    rw [← hd] at h
    linarith [(mul_nonneg_iff_of_pos_left hK).1 h]
  · intro h A B
    have h0 := hd.symm
    rw [h, sub_self, mul_zero] at h0
    -- a vanishing deficit forces every size to be the average
    have key : ∀ C, (Fintype.card ι : ℝ) * x C = ∑ B, x B := fun C => by
      have hC := (Finset.sum_eq_zero_iff_of_nonneg hnn).1 h0 C (Finset.mem_univ C)
      rcases mul_eq_zero.1 hC with h1 | h1
      · linarith [(pow_eq_zero_iff two_ne_zero).1 h1]
      · have p1 := sq_nonneg ((Fintype.card ι : ℝ) * x C + ∑ B, x B)
        have p2 := sq_nonneg (∑ B, x B)
        have s1 : (∑ B, x B) ^ 2 = 0 := by linarith
        have s2 : ((Fintype.card ι : ℝ) * x C + ∑ B, x B) ^ 2 = 0 := by linarith
        linarith [(pow_eq_zero_iff two_ne_zero).1 s1, (pow_eq_zero_iff two_ne_zero).1 s2]
    exact mul_left_cancel₀ hK.ne' ((key A).trans (key B).symm)
  · intro h
    obtain ⟨A₀⟩ := hι
    obtain ⟨c, hc⟩ : ∃ c, ∀ B, x B = c := ⟨x A₀, fun B => h B A₀⟩
    simp only [hc, Finset.sum_const, Finset.card_univ, nsmul_eq_mul]
    ring

/-- Restricting the two-electron integrals of `K` atoms to one-centre ones reduces their number
by at most a factor `K ^ 3`; the bound is attained exactly when all atomic bases have the
same size. -/
theorem integrals_le_cube_mul_oneCentre [DecidableEq ι] (m : ι → ℕ) :
    (allIntegrals m).card ≤ Fintype.card ι ^ 3 * (oneCentre m).card ∧
      ((allIntegrals m).card = Fintype.card ι ^ 3 * (oneCentre m).card ↔
        ∀ A B, m A = m B) := by
  rw [card_allIntegrals, card_oneCentre]
  have h := quartic_mean (fun A => (m A : ℝ))
  exact_mod_cast h

/-- The number of integrals over `n` basis functions that are distinct under the eightfold
permutational symmetry: unordered pairs of unordered pairs. -/
def uniqueCount (n : ℕ) : ℕ := Fintype.card (Sym2 (Sym2 (Fin n)))

/-- The number of symmetry-distinct integrals over `n` basis functions is
`(n ^ 4 + 2 n ^ 3 + 3 n ^ 2 + 2 n) / 8`. -/
theorem eight_mul_uniqueCount (n : ℕ) :
    8 * uniqueCount n = n ^ 4 + 2 * n ^ 3 + 3 * n ^ 2 + 2 * n := by
  have two_choose : ∀ k : ℕ, 2 * (k + 1).choose 2 = k * (k + 1) := by
    intro k
    induction k with
    | zero => rfl
    | succ k ih =>
      have h : (k + 1 + 1).choose 2 = (k + 1).choose 1 + (k + 1).choose 2 :=
        Nat.choose_succ_succ' (k + 1) 1
      rw [h, Nat.choose_one_right, mul_add, ih]
      ring
  have a := two_choose n
  have b := two_choose ((n + 1).choose 2)
  rw [uniqueCount, Sym2.card, Sym2.card, Fintype.card_fin]
  calc 8 * ((n + 1).choose 2 + 1).choose 2
      = 4 * (2 * ((n + 1).choose 2 + 1).choose 2) := by ring
    _ = (2 * (n + 1).choose 2) * (2 * (n + 1).choose 2 + 2) := by rw [b]; ring
    _ = n ^ 4 + 2 * n ^ 3 + 3 * n ^ 2 + 2 * n := by rw [a]; ring

/-- If only symmetry-distinct integrals are counted, the one-centre restriction for `K ≥ 2` atoms
with at least one basis function reduces their number by a factor strictly less than `K ^ 3`. -/
theorem uniqueCount_lt_cube_mul (m : ι → ℕ) (hK : 2 ≤ Fintype.card ι) (hm : ∃ A, 0 < m A) :
    uniqueCount (∑ A, m A) < Fintype.card ι ^ 3 * ∑ A, uniqueCount (m A) := by
  classical
  obtain ⟨A₀, hA₀⟩ := hm
  have : Nonempty ι := ⟨A₀⟩
  -- compare the total size with the largest atomic basis
  obtain ⟨M, hM⟩ := Finite.exists_max m
  have hS : ∑ A, m A ≤ Fintype.card ι * m M := by
    simpa using Finset.sum_le_card_nsmul Finset.univ m (m M) (fun B _ => hM B)
  have low : ∀ p ≤ 3, (∑ A, m A) ^ p ≤ Fintype.card ι ^ 3 * ∑ A, m A ^ p := fun p hp =>
    calc (∑ A, m A) ^ p ≤ (Fintype.card ι * m M) ^ p := Nat.pow_le_pow_left hS p
      _ = Fintype.card ι ^ p * m M ^ p := mul_pow _ _ _
      _ ≤ Fintype.card ι ^ 3 * ∑ A, m A ^ p :=
        Nat.mul_le_mul (Nat.pow_le_pow_right (by omega) hp)
          (Finset.single_le_sum (f := fun A => m A ^ p) (fun _ _ => Nat.zero_le _)
            (Finset.mem_univ M))
  have h4 := (integrals_le_cube_mul_oneCentre m).1
  rw [card_allIntegrals, card_oneCentre] at h4
  have h3 := low 3 (by norm_num)
  have h2 := low 2 (by norm_num)
  -- the linear term makes the inequality strict
  have hpos : 0 < ∑ A, m A := hA₀.trans_le
    (Finset.single_le_sum (f := m) (fun _ _ => Nat.zero_le _) (Finset.mem_univ A₀))
  have h1 : ∑ A, m A < Fintype.card ι ^ 3 * ∑ A, m A :=
    lt_mul_of_one_lt_left hpos (one_lt_pow₀ (by omega) (by norm_num))
  have eS := eight_mul_uniqueCount (∑ A, m A)
  have eU : 8 * ∑ A, uniqueCount (m A) =
      ∑ A, m A ^ 4 + 2 * ∑ A, m A ^ 3 + 3 * ∑ A, m A ^ 2 + 2 * ∑ A, m A := by
    simp only [Finset.mul_sum, eight_mul_uniqueCount, Finset.sum_add_distrib]
  have eK : 8 * (Fintype.card ι ^ 3 * ∑ A, uniqueCount (m A)) =
      Fintype.card ι ^ 3 * ∑ A, m A ^ 4 + 2 * (Fintype.card ι ^ 3 * ∑ A, m A ^ 3) +
        3 * (Fintype.card ι ^ 3 * ∑ A, m A ^ 2) + 2 * (Fintype.card ι ^ 3 * ∑ A, m A) := by
    rw [mul_left_comm, eU]
    ring
  omega

end OneCentrePictureChange
```

```lean
#print axioms OneCentrePictureChange.integrals_le_cube_mul_oneCentre
#print axioms OneCentrePictureChange.uniqueCount_lt_cube_mul
```

```
'OneCentrePictureChange.integrals_le_cube_mul_oneCentre' depends on axioms: [propext, Classical.choice, Quot.sound]
'OneCentrePictureChange.uniqueCount_lt_cube_mul' depends on axioms: [propext, Classical.choice, Quot.sound]
```

## How the lemmas carry the argument

`card_oneCentre` sorts the quadruples by atom; its step `fib` identifies those on atom $A$ with four free choices from $m_A$ functions. In `quartic_deficit`, `e` is the expansion for one atom, which is then summed.

`quartic_mean` treats $K=0$ separately. It obtains the inequality from non-negativity, and `key` derives $Kx_C=S$ for each atom $C$ from a vanishing gap. `integrals_le_cube_mul_oneCentre` carries this from real numbers to the integer counts.

`eight_mul_uniqueCount` applies the pair-counting formula `two_choose` twice. In the last theorem, `low` is the comparison with the largest basis, `h1` is the strict linear term, and `omega` adds the weighted inequalities.
